# Coulomb-Metric Fitting Coefficients Are Exactly the Minimizers of the Discrete Field Error

Density fitting in the Coulomb metric replaces the electron density by a combination of auxiliary functions and finds the coefficients by solving a linear system. The matrix of that system holds the Coulomb interactions between auxiliary functions, and its right-hand side holds their interactions with the density. For a finite, real, discretized electrostatics whose Poisson equation can be solved for every density, the solutions of this system are exactly the coefficients that make the electric field of the residual density as small as possible in the least-squares sense.

## Sites, links and auxiliary densities

Space is a finite set of sites joined by links. A density $\rho$ and a potential $\phi$ each assign a real number to every site, and a field assigns one to every link. The discrete gradient is a real matrix $B$ that takes potentials to fields. The auxiliary densities are the columns of a second real matrix $A$, so coefficients $c$ produce the fitted density $Ac$.

In Lean the index types `m`, `n` and `p` label links, sites and auxiliary densities. Nothing more is asked of $A$, so the auxiliary densities may be linearly dependent. The links need not form a regular grid, and the only condition on $B$ is that the Poisson equation below can be solved for every density.

```lean
import Mathlib

open Matrix

namespace CoulombDensityFitting

variable {m n p : Type*} [Fintype m] [Fintype n] [Fintype p] [DecidableEq n]
```

The potential of $\rho$ solves the discrete Poisson equation $K\phi=\rho$ with $K=B^{\mathsf T}B$. The Coulomb matrix $G$ solves this equation for all densities at once:

$$B^{\mathsf T}B\,G=1,\qquad \phi=G\rho .$$

Units are chosen so that no factor of $4\pi$ or $\varepsilon_0$ appears. Such a $G$ exists exactly when $B\phi=0$ holds only for $\phi=0$. If $B\phi=0$ for some nonzero $\phi$, as happens for a constant potential on a lattice with free ends, then $K$ is singular and no $G$ exists. On a connected lattice, linking an end to ground removes that freedom. The predicate `IsCoulomb B G` states the equation, and every theorem about fitting takes it as a hypothesis.

```lean
/-- `G` is the Coulomb matrix of the discrete gradient `B`: it solves the discrete Poisson
equation `Bᵀ B G = 1`. -/
def IsCoulomb (B : Matrix m n ℝ) (G : Matrix n n ℝ) : Prop :=
  Bᵀ * B * G = 1
```

The field of a density is the gradient of its potential,

$$F(\rho)=B\,G\rho .$$

The physical electric field carries the opposite sign, which has no effect on squared lengths or overlaps. In the code, `*ᵥ` applies a matrix to a vector.

```lean
omit [Fintype m] [DecidableEq n] in
/-- The field of a density `ρ`: the discrete gradient `B` of the potential `G ρ`. -/
def eField (B : Matrix m n ℝ) (G : Matrix n n ℝ) (ρ : n → ℝ) : m → ℝ :=
  B *ᵥ (G *ᵥ ρ)
```

The quantity to be minimized is the squared Euclidean length of the field left over after fitting,

$$E(c)=F(\rho-Ac)\cdot F(\rho-Ac),$$

with no square root and no factor of one half. The dot product is written `⬝ᵥ`.

```lean
/-- The squared Euclidean length of the field of the residual density `ρ - A c`. -/
def fieldError (B : Matrix m n ℝ) (G : Matrix n n ℝ) (A : Matrix n p ℝ)
    (ρ : n → ℝ) (c : p → ℝ) : ℝ :=
  eField B G (ρ - A *ᵥ c) ⬝ᵥ eField B G (ρ - A *ᵥ c)
```

## Where a Coulomb matrix comes from

If $\det K$ is invertible, then $KK^{-1}=1$, so $G=K^{-1}$ is a Coulomb matrix. With this choice of $G$, the results below become statements about $K^{-1}$. The determinant hypothesis is needed because Lean assigns a value to `⁻¹` even for a singular matrix, and that value does not solve the Poisson equation.

```lean
/-- If `K = Bᵀ B` is invertible, then `K⁻¹` is the Coulomb matrix of `B`. -/
theorem isCoulomb_inv (B : Matrix m n ℝ) (hK : IsUnit (Bᵀ * B).det) :
    IsCoulomb B (Bᵀ * B)⁻¹ :=
  Matrix.mul_nonsing_inv _ hK
```

For a concrete case, take two sites in a row with three links, the outer two leading to grounded ends. The potential differences along the links are $\phi_1$, $\phi_2-\phi_1$ and $-\phi_2$, which gives

$$B=\begin{pmatrix}1&0\\-1&1\\0&-1\end{pmatrix},\qquad
K=\begin{pmatrix}2&-1\\-1&2\end{pmatrix},\qquad
G=\frac13\begin{pmatrix}2&1\\1&2\end{pmatrix}.$$

Multiplying $K$ by $G$ gives the identity. The proof checks the four entries one at a time.

```lean
/-- The gradient on a chain of two sites and three links with grounded ends, together with
its explicit Coulomb matrix. -/
theorem isCoulomb_witness :
    IsCoulomb (!![1, 0; -1, 1; 0, -1] : Matrix (Fin 3) (Fin 2) ℝ)
      !![2/3, 1/3; 1/3, 2/3] := by
  unfold IsCoulomb
  ext i j
  fin_cases i <;> fin_cases j <;> norm_num [Matrix.mul_apply, Fin.sum_univ_succ]
```

## Gauss's law and the overlap of fields

Applying $B^{\mathsf T}$ to the field returns the density:

$$B^{\mathsf T}F(\rho)=B^{\mathsf T}B\,G\rho=\rho .$$

Here $B^{\mathsf T}$ plays the part of the divergence, up to sign. The Lean proof gathers the successive matrix applications into one product and replaces that product by the identity.

```lean
/-- Discrete Gauss law: for a Coulomb matrix `G`, applying `Bᵀ` to the field of a density
returns the density. -/
theorem gauss_law {B : Matrix m n ℝ} {G : Matrix n n ℝ} (h : IsCoulomb B G) (ρ : n → ℝ) :
    Bᵀ *ᵥ eField B G ρ = ρ := by
  have h' : Bᵀ * B * G = 1 := h
  unfold eField
  rw [Matrix.mulVec_mulVec, Matrix.mulVec_mulVec, h', Matrix.one_mulVec]
```

It follows that the overlap of two fields is a Coulomb interaction. For densities $r$ and $s$,

$$F(r)\cdot F(s)=F(r)\cdot B\,Gs=\bigl(B^{\mathsf T}F(r)\bigr)\cdot Gs=r\cdot Gs .$$

The middle equality is the discrete form of integration by parts, and the last is Gauss's law. The `calc` block has the same three links. Setting $r=s$ shows that the squared field of a density is its Coulomb self-interaction $r\cdot Gr$, which is twice its electrostatic energy in these units.

```lean
/-- For a Coulomb matrix `G`, the overlap of the fields of two densities is their Coulomb
interaction. -/
theorem field_overlap {B : Matrix m n ℝ} {G : Matrix n n ℝ} (h : IsCoulomb B G)
    (r s : n → ℝ) : eField B G r ⬝ᵥ eField B G s = r ⬝ᵥ (G *ᵥ s) := by
  calc eField B G r ⬝ᵥ eField B G s = eField B G r ⬝ᵥ (B *ᵥ (G *ᵥ s)) := rfl
    _ = (Bᵀ *ᵥ eField B G r) ⬝ᵥ (G *ᵥ s) := by
      rw [Matrix.dotProduct_mulVec (eField B G r) B (G *ᵥ s), Matrix.mulVec_transpose]
    _ = r ⬝ᵥ (G *ᵥ s) := by rw [gauss_law h]
```

## The error after a change of coefficients

Let the coefficients change from $c$ to $c+d$. The field is linear in the density, so

$$F(\rho-A(c+d))=F(\rho-Ac)-F(Ad).$$

Squaring gives

$$E(c+d)=E(c)-2\,F(Ad)\cdot F(\rho-Ac)+F(Ad)\cdot F(Ad).$$

The cross term is the interaction of the added density with the residual density:

$$F(Ad)\cdot F(\rho-Ac)=(Ad)\cdot G(\rho-Ac)=d\cdot g,\qquad
g=A^{\mathsf T}G\rho-A^{\mathsf T}GA\,c .$$

The vector $g$ holds the interaction of each auxiliary density with the residual, and it vanishes exactly when the fitting equations hold. The error therefore has the expansion

$$E(c+d)=E(c)-2\,d\cdot g+F(Ad)\cdot F(Ad),$$

which is an identity for steps of any size, since $E$ is quadratic.

In the proof, `hsplit` is the linearity of the field, `hres` rewrites $g$ as $A^{\mathsf T}G(\rho-Ac)$, and `hcross` evaluates the cross term. The closing `ring` collects the terms.

```lean
/-- For a Coulomb matrix `G`, changing the coefficients by `d` changes the field error by a
term linear in `d` and the squared field of the added density `A d`. -/
theorem fieldError_add {B : Matrix m n ℝ} {G : Matrix n n ℝ} (h : IsCoulomb B G)
    (A : Matrix n p ℝ) (ρ : n → ℝ) (c d : p → ℝ) :
    fieldError B G A ρ (c + d) = fieldError B G A ρ c
      - 2 * (d ⬝ᵥ ((Aᵀ * G) *ᵥ ρ - (Aᵀ * G * A) *ᵥ c))
      + eField B G (A *ᵥ d) ⬝ᵥ eField B G (A *ᵥ d) := by
  -- the field is linear in the density
  have hsplit : eField B G (ρ - A *ᵥ (c + d))
      = eField B G (ρ - A *ᵥ c) - eField B G (A *ᵥ d) := by
    unfold eField
    rw [← Matrix.mulVec_sub, ← Matrix.mulVec_sub, Matrix.mulVec_add, sub_sub]
  -- the cross term is a Coulomb interaction with the residual density
  have hres : (Aᵀ * G) *ᵥ ρ - (Aᵀ * G * A) *ᵥ c = Aᵀ *ᵥ (G *ᵥ (ρ - A *ᵥ c)) := by
    rw [Matrix.mulVec_mulVec, Matrix.mulVec_sub, Matrix.mulVec_mulVec]
  have hcross : eField B G (A *ᵥ d) ⬝ᵥ eField B G (ρ - A *ᵥ c)
      = d ⬝ᵥ ((Aᵀ * G) *ᵥ ρ - (Aᵀ * G * A) *ᵥ c) := by
    rw [field_overlap h, hres, Matrix.dotProduct_mulVec d Aᵀ, Matrix.vecMul_transpose]
  have hcomm := dotProduct_comm (eField B G (ρ - A *ᵥ c)) (eField B G (A *ᵥ d))
  unfold fieldError
  rw [hsplit, sub_dotProduct, dotProduct_sub, dotProduct_sub, hcomm, hcross]
  ring
```

### Moving a matrix across a dot product

The argument turns on the Mathlib lemma `Matrix.dotProduct_mulVec`, which says that $v\cdot(Mw)=(vM)\cdot w$ for a matrix $M$ and vectors $v$ and $w$. Mathlib distinguishes a matrix acting on a vector from the left from a vector multiplying a matrix from the left, so the lemma produces the row-vector product $vM$ and not $M^{\mathsf T}v$. A second lemma translates between the two: `Matrix.mulVec_transpose` identifies $M^{\mathsf T}v$ with $vM$, and `Matrix.vecMul_transpose` identifies $vM^{\mathsf T}$ with $Mv$.

The pair is used twice. In `field_overlap` it moves $B$ from the potential onto the other field, where Gauss's law can act. In `hcross` it moves $A^{\mathsf T}$ onto $d$, which turns the coefficient change into the added density $Ad$.

## Minimization and the fitting equations

The central statement is

$$E(c)\le E(c')\ \text{ for all } c'\quad\Longleftrightarrow\quad A^{\mathsf T}GA\,c=A^{\mathsf T}G\rho .$$

Suppose first that $c$ is a minimizer. Take a step $d=tg$ along the vector $g$, which the code comments call the projected residual, and write $Q=F(Ag)\cdot F(Ag)\ge 0$. The expansion and minimality give

$$0\le E(c+tg)-E(c)=-2t\,(g\cdot g)+t^2Q .$$

Choose $t=(g\cdot g)/(Q+1)$. The added one keeps the denominator positive even when $Q=0$. Since $g\cdot g=t(Q+1)$, the inequality becomes

$$0\le-2t^2(Q+1)+t^2Q=-2t^2-t^2Q .$$

Both terms on the right are nonpositive, so $t=0$. Then $g\cdot g=0$, hence $g=0$, and these are the fitting equations.

Conversely, suppose that $g=0$. For any $c'$, put $d=c'-c$. The linear term is absent, and

$$E(c')=E(c)+F(A(c'-c))\cdot F(A(c'-c))\ge E(c).$$

In Lean, `ht` records the step length as the product equation $t(Q+1)=g\cdot g$, which leaves a polynomial inequality with no division in it. `nlinarith` then needs only the hint $t^2Q\ge0$ to conclude $t^2\le0$. The residual that vanishes according to the code comment is $g$; the residual density $\rho-Ac$ itself need not vanish. The converse substitutes the fitting equations into `fieldError_add` and uses the nonnegativity of a square.

```lean
/-- Coulomb-metric density fitting: for a Coulomb matrix `G`, coefficients `c` minimize the
squared field error if and only if they solve `Aᵀ G A c = Aᵀ G ρ`. -/
theorem minimizes_iff_fitting_equations {B : Matrix m n ℝ} {G : Matrix n n ℝ}
    (h : IsCoulomb B G) (A : Matrix n p ℝ) (ρ : n → ℝ) (c : p → ℝ) :
    (∀ c', fieldError B G A ρ c ≤ fieldError B G A ρ c') ↔
      (Aᵀ * G * A) *ᵥ c = (Aᵀ * G) *ᵥ ρ := by
  have hsq : ∀ v : m → ℝ, 0 ≤ v ⬝ᵥ v := fun v =>
    Finset.sum_nonneg fun i _ => mul_self_nonneg (v i)
  constructor
  · intro hmin
    -- move along the projected residual `g` by a step `t`
    obtain ⟨g, hg⟩ : ∃ g, g = (Aᵀ * G) *ᵥ ρ - (Aᵀ * G * A) *ᵥ c := ⟨_, rfl⟩
    obtain ⟨Q, hQ⟩ : ∃ Q, Q = eField B G (A *ᵥ g) ⬝ᵥ eField B G (A *ᵥ g) := ⟨_, rfl⟩
    have hQ0 : 0 ≤ Q := hQ ▸ hsq _
    have hpos : Q + 1 ≠ 0 := by linarith
    obtain ⟨t, ht⟩ : ∃ t, t * (Q + 1) = g ⬝ᵥ g :=
      ⟨(g ⬝ᵥ g) / (Q + 1), div_mul_cancel₀ _ hpos⟩
    have hlin : eField B G (A *ᵥ (t • g)) = t • eField B G (A *ᵥ g) := by
      simp only [eField, Matrix.mulVec_smul]
    have hstep := hmin (c + t • g)
    rw [fieldError_add h, ← hg, hlin] at hstep
    simp only [smul_dotProduct, dotProduct_smul, smul_eq_mul] at hstep
    rw [← hQ, ← ht] at hstep
    -- minimality forces the step, hence the residual, to vanish
    have ht2 : t ^ 2 ≤ 0 := by nlinarith [mul_nonneg (sq_nonneg t) hQ0]
    have ht0 : t = 0 := pow_eq_zero_iff (two_ne_zero) |>.mp (le_antisymm ht2 (sq_nonneg t))
    have hgg : g ⬝ᵥ g = 0 := by rw [← ht, ht0, zero_mul]
    have hg0 : g = 0 := dotProduct_self_eq_zero.mp hgg
    rw [hg0] at hg
    exact (sub_eq_zero.mp hg.symm).symm
  · intro heq c'
    have hexp := fieldError_add h A ρ c (c' - c)
    rw [heq, sub_self, dotProduct_zero, add_sub_cancel] at hexp
    linarith [hsq (eField B G (A *ᵥ (c' - c)))]
```

The equivalence characterizes minimizers without claiming that one exists, and the three results that follow take a solution of the fitting equations as given. The theorem also gives no estimate of how small the minimum is, which depends on the auxiliary set. Continuum integrals over Gaussian functions and rounding errors in the linear solver lie outside the model.

## One fitted density, even from a redundant auxiliary set

If the auxiliary densities are linearly dependent, different coefficient vectors can solve the fitting equations. They still describe the same density. Let $c$ and $c'$ be two solutions. Since $c$ solves the equations, the expansion gives

$$E(c')=E(c)+F(A(c'-c))\cdot F(A(c'-c)).$$

Since $c'$ is also a minimizer, $E(c')\le E(c)$. The squared field on the right must therefore be zero, so the field itself is zero, and Gauss's law gives

$$A(c'-c)=B^{\mathsf T}F(A(c'-c))=0 .$$

The proof takes these steps in order: `h1` is the expansion, `h2` the minimality of $c'$, `h4` the vanishing field and `h5` Gauss's law.

```lean
/-- For a Coulomb matrix `G`, any two solutions of the fitting equations give the same
fitted density. -/
theorem fitted_density_unique {B : Matrix m n ℝ} {G : Matrix n n ℝ} (h : IsCoulomb B G)
    (A : Matrix n p ℝ) (ρ : n → ℝ) (c c' : p → ℝ)
    (hc : (Aᵀ * G * A) *ᵥ c = (Aᵀ * G) *ᵥ ρ)
    (hc' : (Aᵀ * G * A) *ᵥ c' = (Aᵀ * G) *ᵥ ρ) : A *ᵥ c = A *ᵥ c' := by
  have h1 := fieldError_add h A ρ c (c' - c)
  rw [hc, sub_self, dotProduct_zero, add_sub_cancel] at h1
  have h2 := (minimizes_iff_fitting_equations h A ρ c').mpr hc' c
  have h3 : 0 ≤ eField B G (A *ᵥ (c' - c)) ⬝ᵥ eField B G (A *ᵥ (c' - c)) :=
    Finset.sum_nonneg fun i _ => mul_self_nonneg _
  -- the difference density has no field, so by the Gauss law it vanishes
  have h4 : eField B G (A *ᵥ (c' - c)) = 0 :=
    dotProduct_self_eq_zero.mp (by linarith)
  have h5 := gauss_law h (A *ᵥ (c' - c))
  rw [h4, Matrix.mulVec_zero, Matrix.mulVec_sub] at h5
  exact (sub_eq_zero.mp h5.symm).symm
```

## The error as a difference of self-interactions

Let $c$ solve the fitting equations, and take the step $d=-c$, which leads to the empty fit. The linear term vanishes again, so

$$E(0)=E(c)+F(Ac)\cdot F(Ac).$$

With no fitted density the residual is $\rho$ itself, so $E(0)=\rho\cdot G\rho$. Rewriting the remaining overlap as a Coulomb interaction gives

$$E(c)=\rho\cdot G\rho-(Ac)\cdot G(Ac).$$

The squared field error of the fit is thus the self-interaction that the fitted density fails to recover. In Lean, `h1` is the expansion at the step `-c` and `h0` evaluates the error of the empty fit.

```lean
/-- For a Coulomb matrix `G` and a solution `c` of the fitting equations, the field error is
the Coulomb self-interaction of `ρ` minus that of the fitted density. -/
theorem fieldError_of_fit {B : Matrix m n ℝ} {G : Matrix n n ℝ} (h : IsCoulomb B G)
    (A : Matrix n p ℝ) (ρ : n → ℝ) (c : p → ℝ)
    (hc : (Aᵀ * G * A) *ᵥ c = (Aᵀ * G) *ᵥ ρ) :
    fieldError B G A ρ c = ρ ⬝ᵥ (G *ᵥ ρ) - (A *ᵥ c) ⬝ᵥ (G *ᵥ (A *ᵥ c)) := by
  -- compare with the empty fit, reached by the step `-c`
  have h1 := fieldError_add h A ρ c (-c)
  rw [hc, sub_self, dotProduct_zero, add_neg_cancel, field_overlap h] at h1
  have h0 : fieldError B G A ρ 0 = ρ ⬝ᵥ (G *ᵥ ρ) := by
    unfold fieldError
    rw [Matrix.mulVec_zero, sub_zero, field_overlap h]
  simp only [Matrix.mulVec_neg, neg_dotProduct, dotProduct_neg, neg_neg] at h1
  linarith
```

The left-hand side of that identity is a sum of squares, so

$$(Ac)\cdot G(Ac)\le\rho\cdot G\rho .$$

In this finite model, a Coulomb self-interaction evaluated from the fitted density alone errs only downwards, provided that the coefficients solve the fitting equations. For arbitrary coefficients the bound can fail, since scaling up a nonzero fitted density makes its self-interaction as large as one likes. The proof combines the identity with the nonnegativity of the error.

```lean
/-- For a Coulomb matrix `G`, the Coulomb self-interaction of a density fitted by the fitting
equations never exceeds that of `ρ`. -/
theorem fitted_selfInteraction_le {B : Matrix m n ℝ} {G : Matrix n n ℝ}
    (h : IsCoulomb B G) (A : Matrix n p ℝ) (ρ : n → ℝ) (c : p → ℝ)
    (hc : (Aᵀ * G * A) *ᵥ c = (Aᵀ * G) *ᵥ ρ) :
    (A *ᵥ c) ⬝ᵥ (G *ᵥ (A *ᵥ c)) ≤ ρ ⬝ᵥ (G *ᵥ ρ) := by
  have h1 := fieldError_of_fit h A ρ c hc
  have h2 : 0 ≤ fieldError B G A ρ c := Finset.sum_nonneg fun i _ => mul_self_nonneg _
  linarith

end CoulombDensityFitting
```

```lean
#print axioms CoulombDensityFitting.isCoulomb_inv
#print axioms CoulombDensityFitting.minimizes_iff_fitting_equations
#print axioms CoulombDensityFitting.fitted_density_unique
#print axioms CoulombDensityFitting.fitted_selfInteraction_le
```

```
'CoulombDensityFitting.isCoulomb_inv' depends on axioms: [propext, Classical.choice, Quot.sound]
'CoulombDensityFitting.minimizes_iff_fitting_equations' depends on axioms: [propext, Classical.choice, Quot.sound]
'CoulombDensityFitting.fitted_density_unique' depends on axioms: [propext, Classical.choice, Quot.sound]
'CoulombDensityFitting.fitted_selfInteraction_le' depends on axioms: [propext, Classical.choice, Quot.sound]
```
